# The weighted mean of the lowest j-channel energies does not exceed the lowest energy of the j-averaged Hamiltonian

Take a p shell, l = 1, described by two radial basis functions. With numbers chosen for easy arithmetic, not modelled on an atom, let the j-averaged Hamiltonian H and the spin-orbit potential W be

H = [[0, 0], [0, 4]],  W = [[0, 4], [4, −2]].

The operator l·s has the value 1/2 for j = 3/2 and −1 for j = 1/2, so the two channels have the Hamiltonians

H + W/2 = [[0, 2], [2, 3]],  H − W = [[0, −4], [−4, 6]].

Their lowest eigenvalues are −1 and −2, with normalised eigenvectors (2, −1)/√5 and (2, 1)/√5. Weighted by 2j + 1, the energies average to (4·(−1) + 2·(−2))/6 = −4/3, whereas the lowest eigenvalue of H is 0. The ground vector (1, 0) of H has energy 0 in both channels, but each channel lowers its energy further by mixing in the second function, with opposite signs.

The same holds for Hermitian matrices H and W of any finite size: the average is never above the lowest eigenvalue of H. For l ≥ 1 it is strictly below if some ground vector of H is not an eigenvector of W.

## Channels, weights and lowest eigenvalues

The type `n` labels a finite orthonormal basis.

In Lean 4 with Mathlib:

```lean
import Mathlib

open Matrix
open scoped ComplexOrder

namespace TwoComponentPseudopotential

noncomputable section

variable {n : Type*} [Fintype n] [DecidableEq n]
```

The lowest eigenvalue is the least real μ for which Av = μv has a nonzero solution v. A matrix of size zero has none, so the hypotheses below exclude it.

```lean
/-- The number `E` is the lowest real eigenvalue of the matrix `A`. -/
def IsLowestEigenvalue (A : Matrix n n ℂ) (E : ℝ) : Prop :=
  IsLeast {μ : ℝ | ∃ v : n → ℂ, v ≠ 0 ∧ A *ᵥ v = (μ : ℂ) • v} E
```

From l·s = [j(j+1) − l(l+1) − 3/4]/2, in units of ħ², the values are

c = l/2 for j = l + 1/2,  c = −(l+1)/2 for j = l − 1/2.

These values are put in by hand. A model on the full space of radial, orbital and spin functions, with the operator W ⊗ l·s, would derive them and the degeneracies 2j + 1 from angular-momentum algebra; the inequality between the energies would be the same.

```lean
/-- The Hamiltonian `H + c W` of a channel in which the operator `l·s` has the value `c`. -/
def channel (H W : Matrix n n ℂ) (c : ℝ) : Matrix n n ℂ := H + (c : ℂ) • W
```

The degeneracies are 2l + 2 and 2l. Writing E₊ and E₋ for the lowest channel energies (`Ep` and `Em`), the average is

Ē = ((l+1)E₊ + lE₋)/(2l+1).

```lean
/-- The average of the energies of the channels `j = l + 1/2` and `j = l - 1/2`
with weights proportional to `2j + 1`. -/
def jAverage (l : ℕ) (Ep Em : ℝ) : ℝ := ((l + 1) * Ep + l * Em) / (2 * l + 1)
```

Vectors are not normalised, so `expect A v` is ⟨v, Av⟩, to be divided by ⟨v, v⟩ for a mean energy.

```lean
/-- The real part of the unnormalised expectation value `⟨v, A v⟩`. -/
def expect (A : Matrix n n ℂ) (v : n → ℂ) : ℝ := (star v ⬝ᵥ (A *ᵥ v)).re
```

A channel acts as (H + cW)v = Hv + cWv. Its expectation value is therefore linear in c,

⟨v, (H + cW)v⟩ = ⟨v, Hv⟩ + c⟨v, Wv⟩,

and, since c is real, the channel Hamiltonian is Hermitian.

```lean
omit [DecidableEq n] in
lemma channel_mulVec (H W : Matrix n n ℂ) (c : ℝ) (v : n → ℂ) :
    channel H W c *ᵥ v = H *ᵥ v + (c : ℂ) • (W *ᵥ v) := by
  rw [channel, Matrix.add_mulVec, Matrix.smul_mulVec]

omit [DecidableEq n] in
lemma expect_channel (H W : Matrix n n ℂ) (c : ℝ) (v : n → ℂ) :
    expect (channel H W c) v = expect H v + c * expect W v := by
  unfold expect
  rw [channel_mulVec, dotProduct_add, dotProduct_smul, smul_eq_mul, Complex.add_re,
    Complex.re_ofReal_mul]

omit [Fintype n] [DecidableEq n] in
lemma channel_isHermitian {H W : Matrix n n ℂ} (hH : H.IsHermitian) (hW : W.IsHermitian)
    (c : ℝ) : (channel H W c).IsHermitian := by
  show (H + (c : ℂ) • W)ᴴ = H + (c : ℂ) • W
  rw [conjTranspose_add, conjTranspose_smul, hH.eq, hW.eq, Complex.star_def,
    Complex.conj_ofReal]
```

## The variational bound and its saturation

Let A be Hermitian with lowest eigenvalue E. If (A − E)u = μu with u ≠ 0, then Au = (μ + E)u, so μ + E ≥ E and μ ≥ 0. With orthonormal eigenvectors uᵢ and eigenvalues μᵢ of A − E, the spectral theorem gives

⟨v, (A − E)v⟩ = Σᵢ μᵢ |⟨uᵢ, v⟩|² ≥ 0.

In the code, `key` is the statement about μ, and Mathlib's eigenvalue criterion supplies positive semidefiniteness.

```lean
/-- A Hermitian matrix minus its lowest eigenvalue is positive semidefinite. -/
theorem shifted_posSemidef {A : Matrix n n ℂ} {E : ℝ} (hA : A.IsHermitian)
    (hE : IsLowestEigenvalue A E) : (A - (E : ℂ) • (1 : Matrix n n ℂ)).PosSemidef := by
  have hB : (A - (E : ℂ) • (1 : Matrix n n ℂ)).IsHermitian := by
    show (A - (E : ℂ) • (1 : Matrix n n ℂ))ᴴ = A - (E : ℂ) • (1 : Matrix n n ℂ)
    rw [conjTranspose_sub, conjTranspose_smul, conjTranspose_one, hA.eq, Complex.star_def,
      Complex.conj_ofReal]
  -- every real eigenvalue of the shifted matrix is nonnegative
  have key : ∀ (u : n → ℂ) (μ : ℝ), u ≠ 0 →
      (A - (E : ℂ) • (1 : Matrix n n ℂ)) *ᵥ u = μ • u → 0 ≤ μ := by
    intro u μ hu h
    rw [Matrix.sub_mulVec, Matrix.smul_mulVec, Matrix.one_mulVec] at h
    have hle : E ≤ μ + E := by
      refine hE.2 ⟨u, hu, ?_⟩
      funext k
      have hk := congrFun h k
      simp only [Pi.sub_apply, Pi.smul_apply, Complex.real_smul, smul_eq_mul] at hk ⊢
      push_cast
      linear_combination hk
    linarith
  rw [hB.posSemidef_iff_eigenvalues_nonneg]
  intro i
  refine key _ _ ?_ (hB.mulVec_eigenvectorBasis i)
  intro h0
  exact hB.eigenvectorBasis.orthonormal.ne_zero i (by ext k; exact congrFun h0 k)
```

Hence E⟨v, v⟩ ≤ ⟨v, Av⟩. If the two sides agree, every term of the sum vanishes, so v has no component with μᵢ > 0 and Av = Ev. The proof takes both parts from positive semidefiniteness.

```lean
/-- Variational principle for a Hermitian matrix `A`: the lowest eigenvalue times `⟨v, v⟩` is at
most `⟨v, A v⟩`, and a vector for which the two agree satisfies the eigenvalue equation. -/
theorem variational {A : Matrix n n ℂ} {E : ℝ} (hA : A.IsHermitian)
    (hE : IsLowestEigenvalue A E) (v : n → ℂ) :
    E * (star v ⬝ᵥ v).re ≤ expect A v ∧
      (expect A v = E * (star v ⬝ᵥ v).re → A *ᵥ v = (E : ℂ) • v) := by
  have hP := shifted_posSemidef hA hE
  have hm : (A - (E : ℂ) • (1 : Matrix n n ℂ)) *ᵥ v = A *ᵥ v - (E : ℂ) • v := by
    rw [Matrix.sub_mulVec, Matrix.smul_mulVec, Matrix.one_mulVec]
  have hre : (star v ⬝ᵥ ((A - (E : ℂ) • (1 : Matrix n n ℂ)) *ᵥ v)).re
      = expect A v - E * (star v ⬝ᵥ v).re := by
    rw [hm, dotProduct_sub, dotProduct_smul, smul_eq_mul, Complex.sub_re,
      Complex.re_ofReal_mul, expect]
  have hpos := Complex.le_def.1 (hP.dotProduct_mulVec_nonneg v)
  constructor
  · have h1 := hpos.1
    rw [hre, Complex.zero_re] at h1
    linarith
  · intro h
    have hz : star v ⬝ᵥ ((A - (E : ℂ) • (1 : Matrix n n ℂ)) *ᵥ v) = 0 :=
      Complex.ext (by rw [hre, h, sub_self, Complex.zero_re]) hpos.2.symm
    have h0 := (hP.dotProduct_mulVec_zero_iff v).1 hz
    rw [hm] at h0
    exact sub_eq_zero.1 h0
```

Two small facts are needed: ⟨v, v⟩ = Σᵢ |vᵢ|² > 0 for v ≠ 0, and ⟨v, Av⟩ = E⟨v, v⟩ when Av = Ev.

```lean
omit [DecidableEq n] in
lemma norm_pos {v : n → ℂ} (hv : v ≠ 0) : 0 < (star v ⬝ᵥ v).re := by
  have e : (star v ⬝ᵥ v).re = ∑ i, Complex.normSq (v i) := by
    simp [dotProduct, Complex.normSq_apply]
  obtain ⟨i, hi⟩ := Function.ne_iff.1 hv
  rw [e]
  exact Finset.sum_pos' (fun j _ => Complex.normSq_nonneg _)
    ⟨i, Finset.mem_univ i, Complex.normSq_pos.2 hi⟩

omit [DecidableEq n] in
lemma expect_eigen {A : Matrix n n ℂ} {E : ℝ} {v : n → ℂ} (h : A *ᵥ v = (E : ℂ) • v) :
    expect A v = E * (star v ⬝ᵥ v).re := by
  rw [expect, h, dotProduct_smul, smul_eq_mul, Complex.re_ofReal_mul]
```

## One trial vector for both channels

From here on E is the lowest eigenvalue of H. Let v be a ground vector of H, N = ⟨v, v⟩ and w = ⟨v, Wv⟩. The variational bound in each channel reads

E₊N ≤ EN + (l/2)w,
E₋N ≤ EN − ((l+1)/2)w.

Multiply the first line by l + 1 and the second by l, and add. The terms in w cancel:

((l+1)E₊ + lE₋)N ≤ (2l+1)EN.

Division by (2l+1)N gives Ē ≤ E. In the proof, `a` and `b` are the multiplied bounds and `linarith` adds them.

```lean
variable {H W : Matrix n n ℂ} {l : ℕ} {E Ep Em : ℝ}

/-- The weighted average of the lowest energies of the two `j` channels is at most the lowest
energy of the averaged Hamiltonian `H`. -/
theorem jAverage_le (hH : H.IsHermitian) (hW : W.IsHermitian) (hE : IsLowestEigenvalue H E)
    (hp : IsLowestEigenvalue (channel H W (l / 2)) Ep)
    (hm : IsLowestEigenvalue (channel H W (-(l + 1) / 2)) Em) :
    jAverage l Ep Em ≤ E := by
  obtain ⟨v, hv, hHv⟩ := hE.1
  have hN := norm_pos hv
  -- the ground vector of `H` is a trial vector for both channels
  have h1 := (variational (channel_isHermitian hH hW _) hp v).1
  have h2 := (variational (channel_isHermitian hH hW _) hm v).1
  rw [expect_channel, expect_eigen hHv] at h1 h2
  have hl : (0 : ℝ) ≤ l := Nat.cast_nonneg l
  have a := mul_le_mul_of_nonneg_left h1 (by positivity : (0 : ℝ) ≤ l + 1)
  have b := mul_le_mul_of_nonneg_left h2 hl
  rw [jAverage, div_le_iff₀ (by positivity)]
  -- the spin-orbit terms cancel in the weighted sum
  refine le_of_mul_le_mul_right ?_ hN
  linarith
```

For a norm-conserving scalar-relativistic pseudopotential that is, as an operator, the (2j + 1)-weighted mean of the pseudopotentials of the two j channels, this says that the lowest one-electron level of a given l ≥ 1, in a fixed spherical potential and a finite basis common to both channels, lies at or above the weighted mean of the lowest levels with j = l + 1/2 and j = l − 1/2. Excited levels and self-consistent changes of the potential are not covered.

## When the average is exact

Suppose Ē = E, and let

x₊ = ⟨v, (H + (l/2)W)v⟩ − E₊N,
x₋ = ⟨v, (H − ((l+1)/2)W)v⟩ − E₋N

be the excess energies of v, both nonnegative. By the same cancellation

(l+1)x₊ + lx₋ = (2l+1)(E − Ē)N = 0.

For l ≥ 1 both weights are positive, so x₊ = x₋ = 0, and v satisfies both channel eigenvalue equations.

```lean
/-- If the average of the channel energies equals `E` and `l ≥ 1`, every solution `v` of `H v = E v`
satisfies the eigenvalue equations of both channels at their lowest energies. -/
theorem ground_vector_shared (hl : 1 ≤ l) (hH : H.IsHermitian) (hW : W.IsHermitian)
    (hp : IsLowestEigenvalue (channel H W (l / 2)) Ep)
    (hm : IsLowestEigenvalue (channel H W (-(l + 1) / 2)) Em)
    (heq : jAverage l Ep Em = E) {v : n → ℂ} (hHv : H *ᵥ v = (E : ℂ) • v) :
    channel H W (l / 2) *ᵥ v = (Ep : ℂ) • v ∧
      channel H W (-(l + 1) / 2) *ᵥ v = (Em : ℂ) • v := by
  have hl0 : (0 : ℝ) < l := by exact_mod_cast hl
  obtain ⟨h1, k1⟩ := variational (channel_isHermitian hH hW _) hp v
  obtain ⟨h2, k2⟩ := variational (channel_isHermitian hH hW _) hm v
  rw [jAverage, div_eq_iff (by positivity)] at heq
  have a := mul_nonneg (by positivity : (0 : ℝ) ≤ l + 1) (sub_nonneg.2 h1)
  have b := mul_nonneg hl0.le (sub_nonneg.2 h2)
  -- the weighted sum of the two excess energies is zero
  have hs : ((l : ℝ) + 1) * (expect (channel H W (l / 2)) v - Ep * (star v ⬝ᵥ v).re)
      + l * (expect (channel H W (-(l + 1) / 2)) v - Em * (star v ⬝ᵥ v).re) = 0 := by
    rw [expect_channel, expect_channel, expect_eigen hHv]
    linear_combination (-(star v ⬝ᵥ v).re) * heq
  constructor
  · exact k1 (sub_eq_zero.1 ((mul_eq_zero.1 (le_antisymm (by linarith) a)).resolve_left
      (by positivity)))
  · exact k2 (sub_eq_zero.1 ((mul_eq_zero.1 (le_antisymm (by linarith) b)).resolve_left
      hl0.ne'))
```

Subtracting those equations gives

((2l+1)/2) Wv = (E₊ − E₋)v,

so v is an eigenvector of W. If it is not, Ē < E. The hypothesis `hWv` says that Wv is no multiple of v, which also rules out v = 0.

```lean
/-- For `l ≥ 1` the average of the channel energies lies strictly below `E` if some ground
vector of `H` is not an eigenvector of the spin-orbit potential `W`. -/
theorem jAverage_lt (hl : 1 ≤ l) (hH : H.IsHermitian) (hW : W.IsHermitian)
    (hE : IsLowestEigenvalue H E)
    (hp : IsLowestEigenvalue (channel H W (l / 2)) Ep)
    (hm : IsLowestEigenvalue (channel H W (-(l + 1) / 2)) Em)
    {v : n → ℂ} (hHv : H *ᵥ v = (E : ℂ) • v) (hWv : ∀ c : ℂ, W *ᵥ v ≠ c • v) :
    jAverage l Ep Em < E := by
  refine lt_of_le_of_ne (jAverage_le hH hW hE hp hm) fun heq => ?_
  obtain ⟨h1, h2⟩ := ground_vector_shared hl hH hW hp hm heq hHv
  have hne : (2 * (l : ℂ) + 1) ≠ 0 := by exact_mod_cast (by omega : 2 * l + 1 ≠ 0)
  obtain ⟨c, hc⟩ : ∃ c : ℂ, (2 * (l : ℂ) + 1) * c = 2 * (Ep - Em) :=
    ⟨2 * (Ep - Em) / (2 * (l : ℂ) + 1), by field_simp⟩
  -- the difference of the two channel equations is an eigenvalue equation for `W`
  refine hWv c (funext fun k => mul_left_cancel₀ hne ?_)
  have a := congrFun h1 k
  have b := congrFun h2 k
  rw [channel_mulVec] at a b
  simp only [Pi.add_apply, Pi.smul_apply, smul_eq_mul] at a b ⊢
  push_cast at a b
  linear_combination 2 * a - 2 * b - v k * hc
```

Conversely, let v ≠ 0 be a ground vector of both channels. The weighted sum of their equations is

(2l+1)Hv = ((l+1)E₊ + lE₋)v,

so Ē is an eigenvalue of H and E ≤ Ē. With Ē ≤ E this gives equality.

```lean
/-- For `l ≥ 1` the average of the channel energies equals `E` exactly when the two channels
have a common ground vector. -/
theorem jAverage_eq_iff (hl : 1 ≤ l) (hH : H.IsHermitian) (hW : W.IsHermitian)
    (hE : IsLowestEigenvalue H E)
    (hp : IsLowestEigenvalue (channel H W (l / 2)) Ep)
    (hm : IsLowestEigenvalue (channel H W (-(l + 1) / 2)) Em) :
    jAverage l Ep Em = E ↔ ∃ v : n → ℂ, v ≠ 0 ∧ channel H W (l / 2) *ᵥ v = (Ep : ℂ) • v ∧
      channel H W (-(l + 1) / 2) *ᵥ v = (Em : ℂ) • v := by
  constructor
  · intro heq
    obtain ⟨v, hv, hHv⟩ := hE.1
    exact ⟨v, hv, ground_vector_shared hl hH hW hp hm heq hHv⟩
  · rintro ⟨v, hv, h1, h2⟩
    refine le_antisymm (jAverage_le hH hW hE hp hm) (hE.2 ⟨v, hv, ?_⟩)
    have hne : (2 * (l : ℂ) + 1) ≠ 0 := by exact_mod_cast (by omega : 2 * l + 1 ≠ 0)
    have hc : (2 * (l : ℂ) + 1) * (jAverage l Ep Em : ℂ) = (l + 1) * Ep + l * Em := by
      rw [jAverage]
      push_cast
      field_simp
    -- the weighted sum of the channel equations is an eigenvalue equation for `H`
    refine funext fun k => mul_left_cancel₀ hne ?_
    have a := congrFun h1 k
    have b := congrFun h2 k
    rw [channel_mulVec] at a b
    simp only [Pi.add_apply, Pi.smul_apply, smul_eq_mul] at a b ⊢
    push_cast at a b
    linear_combination ((l : ℂ) + 1) * a + (l : ℂ) * b - v k * hc
```

With a single basis function every vector is shared, and Ē = E for any W. For l = 0 the first channel is H itself and the second has weight zero, so again Ē = E; this is why strictness needs l ≥ 1.

## The two-level p shell checked

For levels 0 and d with coupling b, the equations bv₁ = μv₀ and bv₀ + dv₁ = μv₁ give μ² − dμ − b² = 0. Let e be a root with e ≤ 0 and e < d. It has the eigenvector (d − e, −b), and

μ² − dμ − b² = (e − μ)(d − e − μ),

which is positive for μ < e. No eigenvalue lies below e.

```lean
/-- A root `e ≤ 0`, `e < d`, of the secular equation `e (e - d) = b²` is the lowest eigenvalue
of the two-level Hamiltonian with levels `0`, `d` and coupling `b`. -/
theorem twoLevel_lowest (b d e : ℝ) (h : e * (e - d) = b ^ 2) (he : e ≤ 0) (hd : e < d) :
    IsLowestEigenvalue !![0, (b : ℂ); (b : ℂ), (d : ℂ)] e := by
  have hC : (e : ℂ) * (e - d) = b ^ 2 := by exact_mod_cast h
  constructor
  · refine ⟨![((d - e : ℝ) : ℂ), ((-b : ℝ) : ℂ)], fun h0 => ?_, ?_⟩
    · have h1 : ((d - e : ℝ) : ℂ) = 0 := congrFun h0 0
      have h2 := Complex.ofReal_eq_zero.1 h1
      linarith
    · refine funext (Fin.forall_fin_two.2 ⟨?_, ?_⟩)
      · simp [Matrix.mulVec, dotProduct, Fin.sum_univ_two]
        linear_combination hC
      · simp [Matrix.mulVec, dotProduct, Fin.sum_univ_two]
        ring
  · rintro μ ⟨v, hv, hμ⟩
    have h0 : (b : ℂ) * v 1 = μ * v 0 := by
      simpa [Matrix.mulVec, dotProduct, Fin.sum_univ_two] using congrFun hμ 0
    have h1 : (b : ℂ) * v 0 + d * v 1 = μ * v 1 := by
      simpa [Matrix.mulVec, dotProduct, Fin.sum_univ_two] using congrFun hμ 1
    have hsec : ∀ i, ((μ : ℂ) ^ 2 - d * μ - b ^ 2) * v i = 0 :=
      Fin.forall_fin_two.2 ⟨by linear_combination ((d : ℂ) - μ) * h0 - (b : ℂ) * h1,
        by linear_combination (-(b : ℂ)) * h0 - (μ : ℂ) * h1⟩
    obtain ⟨i, hi⟩ := Function.ne_iff.1 hv
    have hz := (mul_eq_zero.1 (hsec i)).resolve_right hi
    have hr : μ ^ 2 - d * μ - b ^ 2 = 0 := by exact_mod_cast hz
    by_contra hlt
    have hlt' : μ < e := not_le.1 hlt
    nlinarith [mul_pos (sub_pos.2 hlt') (by linarith : 0 < d - e - μ)]
```

The opening example uses (b, d, e) = (0, 4, 0), (2, 3, −1) and (−4, 6, −2).

```lean
/-- A two-level model with `l = 1`: the averaged Hamiltonian has lowest energy `0`, the channels
have lowest energies `-1` and `-2`, and their weighted average is `-4/3`. -/
theorem pShell_witness :
    IsLowestEigenvalue (!![0, 0; 0, 4] : Matrix (Fin 2) (Fin 2) ℂ) 0 ∧
    IsLowestEigenvalue (channel !![0, 0; 0, 4] !![0, 4; 4, -2] (1 / 2)) (-1) ∧
    IsLowestEigenvalue (channel !![0, 0; 0, 4] !![0, 4; 4, -2] (-1)) (-2) ∧
    jAverage 1 (-1) (-2) = -4 / 3 := by
  have e0 : (!![0, 0; 0, 4] : Matrix (Fin 2) (Fin 2) ℂ)
      = !![0, ((0 : ℝ) : ℂ); ((0 : ℝ) : ℂ), ((4 : ℝ) : ℂ)] := by
    ext i j; fin_cases i <;> fin_cases j <;> simp
  have e1 : channel !![0, 0; 0, 4] !![0, 4; 4, -2] (1 / 2)
      = !![0, ((2 : ℝ) : ℂ); ((2 : ℝ) : ℂ), ((3 : ℝ) : ℂ)] := by
    ext i j; fin_cases i <;> fin_cases j <;> simp [channel]
    all_goals norm_num
  have e2 : channel !![0, 0; 0, 4] !![0, 4; 4, -2] (-1)
      = !![0, ((-4 : ℝ) : ℂ); ((-4 : ℝ) : ℂ), ((6 : ℝ) : ℂ)] := by
    ext i j; fin_cases i <;> fin_cases j <;> simp [channel]
    all_goals norm_num
  refine ⟨?_, ?_, ?_, by norm_num [jAverage]⟩
  · rw [e0]
    exact twoLevel_lowest 0 4 0 (by norm_num) (by norm_num) (by norm_num)
  · rw [e1]
    exact twoLevel_lowest 2 3 (-1) (by norm_num) (by norm_num) (by norm_num)
  · rw [e2]
    exact twoLevel_lowest (-4) 6 (-2) (by norm_num) (by norm_num) (by norm_num)

end

end TwoComponentPseudopotential
```

```lean
#print axioms TwoComponentPseudopotential.jAverage_le
-- 'TwoComponentPseudopotential.jAverage_le' depends on axioms: [propext, Classical.choice, Quot.sound]
#print axioms TwoComponentPseudopotential.jAverage_lt
-- 'TwoComponentPseudopotential.jAverage_lt' depends on axioms: [propext, Classical.choice, Quot.sound]
#print axioms TwoComponentPseudopotential.jAverage_eq_iff
-- 'TwoComponentPseudopotential.jAverage_eq_iff' depends on axioms: [propext, Classical.choice, Quot.sound]
```
